# For symmetric operators on a common invariant domain with $[R_j,R_k]=iW_{jk}$, the covariance matrix $\sigma$ of every unit vector in that domain satisfies $\sigma+iW/2\ge 0$

Take one canonical pair of symmetric operators, $[R_0,R_1]=i$ with $\hbar=1$, on a domain that both map into itself, and a unit vector $v$ in that domain. Subtract the expectation values, $S_j=R_j-\langle v,R_jv\rangle$, and call the two fluctuation vectors $a=S_0v$ and $b=S_1v$. The subtracted numbers drop out of the commutator, so

$$\langle a,b\rangle-\langle b,a\rangle=\langle v,(S_0S_1-S_1S_0)v\rangle=i .$$

The left side is $2i\,\mathrm{Im}\langle a,b\rangle$, hence $\mathrm{Im}\langle a,b\rangle=\tfrac12$. The covariance matrix $\sigma$ has diagonal entries $\|a\|^2,\|b\|^2$ and off-diagonal entry $\mathrm{Re}\langle a,b\rangle$, so

$$\det\sigma=\|a\|^2\|b\|^2-(\mathrm{Re}\langle a,b\rangle)^2=\tfrac14+\big(\|a\|^2\|b\|^2-|\langle a,b\rangle|^2\big)\ge\tfrac14$$

by Cauchy–Schwarz. For more operators the same overlaps fill a Gram matrix, and its positivity is the general uncertainty relation.

## Quadratures on a common domain

The state space `E` is a complex inner product space, with the inner product conjugate-linear in its first argument. It need not be complete, so it can be a dense domain that unbounded operators map into itself. The type `n` labels the operators and is taken to be finite wherever a sum over it appears.

```lean
import Mathlib

open Matrix
open scoped ComplexOrder

namespace QuadratureUncertainty

noncomputable section

/- The space `E` need not be complete: it may be a common invariant domain of unbounded
operators. Position and momentum on polynomials times a Gaussian are an instance of a
canonical pair; its construction is left out here. -/
variable {E : Type*} [NormedAddCommGroup E] [InnerProductSpace ℂ E] {n : Type*}
```

The physical input is symmetry, $\langle R_jx,y\rangle=\langle x,R_jy\rangle$, together with commutators that are numbers:

$$R_jR_kx-R_kR_jx=iW_{jk}\,x\quad\text{for all }x\in E,\qquad W_{jk}\in\mathbb R .$$

This is the algebra of positions and momenta, or of field quadratures, with $\hbar$ absorbed into $W$.

```lean
/-- Symmetric operators `R j` with commutators `[R j, R k] = i W j k`. -/
structure IsQuadratureSystem (R : n → E →ₗ[ℂ] E) (W : Matrix n n ℝ) : Prop where
  symm : ∀ j, (R j).IsSymmetric
  comm : ∀ j k x, R j (R k x) - R k (R j x) = (Complex.I * (W j k : ℂ)) • x
```

Both conditions are assumed of the operators, and they exclude finite matrices when $W\neq0$. On a nonzero space of finite dimension $d$, the trace of a commutator vanishes, whereas the trace of the right side is $iW_{jk}d$. Oscillator matrices truncated in the number basis therefore do not form a canonical pair in this sense.

The centred operator is $S=A-\langle v,Av\rangle\,\mathbb 1$.

```lean
/-- The operator `A` minus the number `⟨v, A v⟩`, which is its expectation value when `v` is a unit
vector. -/
def centred (A : E →ₗ[ℂ] E) (v : E) : E →ₗ[ℂ] E :=
  A - (inner ℂ v (A v) : ℂ) • LinearMap.id
```

The covariance matrix is $\sigma_{jk}=\mathrm{Re}\langle S_jv,S_kv\rangle$. For symmetric operators this is the symmetrised correlation $\tfrac12\langle v,(S_jS_k+S_kS_j)v\rangle$, and for unit $v$ its diagonal holds the variances.

```lean
/-- The covariance matrix: real parts of the inner products of the vectors `S j v`,
where `S j` is the centred operator. -/
def covariance (R : n → E →ₗ[ℂ] E) (v : E) : Matrix n n ℝ :=
  Matrix.of fun j k => (inner ℂ (centred (R j) v v) (centred (R k) v v) : ℂ).re
```

For a single canonical pair, $W_{01}=1=-W_{10}$ and the diagonal vanishes.

```lean
/-- The commutator matrix of one canonical pair with `ħ = 1`. -/
def canonicalForm : Matrix (Fin 2) (Fin 2) ℝ := !![0, 1; -1, 0]
```

## The commutator fixes the imaginary parts

Let $m=\langle v,Av\rangle$. Symmetry gives $\bar m=\langle Av,v\rangle=\langle v,Av\rangle=m$, so $m$ is real and

$$\langle(A-m)x,y\rangle=\langle Ax,y\rangle-\bar m\langle x,y\rangle=\langle x,(A-m)y\rangle .$$

In the proof, `hm` is the reality of $m$ and `hxy` is the symmetry of $A$.

```lean
/-- Centring a symmetric operator leaves it symmetric. -/
theorem centred_symmetric {A : E →ₗ[ℂ] E} (hA : A.IsSymmetric) (v : E) :
    (centred A v).IsSymmetric := by
  intro x y
  -- the number `⟨v, A v⟩` is real
  have hm : starRingEnd ℂ (inner ℂ v (A v)) = inner ℂ v (A v) := by
    rw [inner_conj_symm]
    exact hA v v
  have hxy : inner ℂ (A x) y = inner ℂ x (A y) := hA x y
  simp only [centred, LinearMap.sub_apply, LinearMap.smul_apply, LinearMap.id_apply,
    inner_sub_left, inner_sub_right, inner_smul_left, inner_smul_right, hm, hxy]
```

For any numbers $\alpha,\beta$,

$$(A-\alpha)(B-\beta)-(B-\beta)(A-\alpha)=AB-BA,$$

because the terms $-\beta A$, $-\alpha B$ and $\alpha\beta$ occur in both products. The tactic `module` performs this cancellation after the definitions have been expanded.

```lean
/-- Centring two operators does not change their commutator. -/
theorem centred_commutator (A B : E →ₗ[ℂ] E) (v x : E) :
    centred A v (centred B v x) - centred B v (centred A v x) = A (B x) - B (A x) := by
  simp only [centred, LinearMap.sub_apply, LinearMap.smul_apply, LinearMap.id_apply,
    map_sub, map_smul]
  module
```

Moving one centred operator across each inner product gives

$$\langle S_jv,S_kv\rangle-\langle S_kv,S_jv\rangle=\langle v,[R_j,R_k]v\rangle=iW_{jk}\|v\|^2=iW_{jk}.$$

The two terms on the left are complex conjugates, so their difference is $2i\,\mathrm{Im}\langle S_jv,S_kv\rangle$ and

$$\mathrm{Im}\langle S_jv,S_kv\rangle=\tfrac12W_{jk}.$$

The first display is `h1` in the proof; `h2` takes its imaginary part.

```lean
/-- In a unit state the imaginary part of `⟨S j v, S k v⟩` is half of `W j k`. -/
theorem im_inner_centred {R : n → E →ₗ[ℂ] E} {W : Matrix n n ℝ}
    (h : IsQuadratureSystem R W) {v : E} (hv : ‖v‖ = 1) (j k : n) :
    (inner ℂ (centred (R j) v v) (centred (R k) v v) : ℂ).im = W j k / 2 := by
  have h1 : inner ℂ (centred (R j) v v) (centred (R k) v v)
      - inner ℂ (centred (R k) v v) (centred (R j) v v) = Complex.I * (W j k : ℂ) := by
    rw [centred_symmetric (h.symm j) v v (centred (R k) v v),
      centred_symmetric (h.symm k) v v (centred (R j) v v), ← inner_sub_right,
      centred_commutator, h.comm, inner_smul_right, inner_self_eq_norm_sq_to_K, hv]
    simp
  -- exchanging the two vectors conjugates the inner product
  rw [← inner_conj_symm (centred (R k) v v) (centred (R j) v v)] at h1
  have h2 := congrArg Complex.im h1
  simp only [Complex.sub_im, Complex.conj_im, Complex.mul_im, Complex.I_re, Complex.I_im,
    Complex.ofReal_re, Complex.ofReal_im] at h2
  linarith
```

## Positivity of the Gram matrix

Real and imaginary parts together give

$$\sigma_{jk}+\tfrac i2W_{jk}=\langle S_jv,S_kv\rangle .$$

This matrix is Hermitian, and for complex coefficients $c_j$

$$\sum_{jk}\bar c_j\,\langle S_jv,S_kv\rangle\,c_k=\Big\|\sum_jc_jS_jv\Big\|^2\ge0 .$$

The theorem states this as `PosSemidef`, which contains both Hermiticity and the sign of the quadratic form. The maps in its statement turn the real entries of $\sigma$ and $W$ into complex ones. In the proof, `hM` identifies the Gram matrix and `key` rewrites the quadratic form as an inner product of a vector with itself.

```lean
/-- Uncertainty relation for any number of quadratures: in a unit state the covariance matrix
plus `i W / 2` is positive semidefinite. -/
theorem covariance_add_commutator_posSemidef [Fintype n] {R : n → E →ₗ[ℂ] E}
    {W : Matrix n n ℝ} (h : IsQuadratureSystem R W) {v : E} (hv : ‖v‖ = 1) :
    ((covariance R v).map (fun x : ℝ => (x : ℂ))
      + (Complex.I / 2) • W.map (fun x : ℝ => (x : ℂ))).PosSemidef := by
  -- the matrix is the Gram matrix of the fluctuation vectors
  have hM : (covariance R v).map (fun x : ℝ => (x : ℂ))
      + (Complex.I / 2) • W.map (fun x : ℝ => (x : ℂ))
      = Matrix.of fun j k => (inner ℂ (centred (R j) v v) (centred (R k) v v) : ℂ) := by
    ext j k
    have hz := Complex.re_add_im (inner ℂ (centred (R j) v v) (centred (R k) v v))
    rw [im_inner_centred h hv] at hz
    rw [Matrix.of_apply, ← hz]
    simp only [covariance, Matrix.add_apply, Matrix.map_apply, Matrix.smul_apply,
      Matrix.of_apply, smul_eq_mul, Complex.ofReal_div, Complex.ofReal_ofNat]
    ring
  rw [hM]
  refine Matrix.PosSemidef.of_dotProduct_mulVec_nonneg ?_ ?_
  · ext j k
    simp only [Matrix.conjTranspose_apply, Matrix.of_apply]
    exact inner_conj_symm _ _
  · intro c
    -- its quadratic form is a squared norm
    have key : star c ⬝ᵥ (Matrix.of fun j k =>
        (inner ℂ (centred (R j) v v) (centred (R k) v v) : ℂ)) *ᵥ c
        = inner ℂ (∑ j, c j • centred (R j) v v) (∑ k, c k • centred (R k) v v) := by
      simp only [dotProduct, Matrix.mulVec, Matrix.of_apply, Pi.star_apply]
      rw [sum_inner]
      refine Finset.sum_congr rfl fun j _ => ?_
      rw [inner_sum, Finset.mul_sum]
      refine Finset.sum_congr rfl fun k _ => ?_
      rw [inner_smul_left, inner_smul_right, starRingEnd_apply]
      ring
    rw [key, Complex.nonneg_iff]
    exact ⟨inner_self_nonneg (𝕜 := ℂ), (inner_self_im (𝕜 := ℂ) _).symm⟩
```

Symmetry is essential here. On polynomials over $[0,1]$ with the $L^2$ inner product, let $R_0$ be multiplication by $x$ and $R_1=-i\,d/dx$. Their commutator is $i$, but boundary terms spoil the symmetry of $R_1$. In the unit state $v=1$ one finds $R_1v=0$, so $\sigma=\mathrm{diag}(\tfrac1{12},0)$ and $\det\sigma=0$. The matrix $\sigma+iW/2$ then has determinant $-\tfrac14$ and is not positive semidefinite.

For coupled bosonic modes, the inequality gives a consistency check on simulated covariances: a negative eigenvalue of $\sigma+iW/2$ shows that no unit vector in the present model has that covariance matrix. The theorem gives a necessary condition and does not construct a state for every $\sigma$ that satisfies it.

## Which combinations must fluctuate

For real coefficients $c_j$,

$$c^{\mathsf T}\sigma c=\sum_{jk}c_jc_k\,\mathrm{Re}\langle S_jv,S_kv\rangle=\Big\|\sum_jc_jS_jv\Big\|^2 .$$

In a unit state this is the variance of the quadrature $\sum_jc_jR_j$. The identity itself needs neither symmetry nor the commutation relation. The proof expands the norm as a double sum and compares it term by term.

```lean
/-- The covariance matrix evaluated on real coefficients `c` is the squared norm of
the combined fluctuation vector `∑ c j S j v`. -/
theorem variance_combination [Fintype n] (R : n → E →ₗ[ℂ] E) (v : E) (c : n → ℝ) :
    c ⬝ᵥ covariance R v *ᵥ c = ‖∑ j, (c j : ℂ) • centred (R j) v v‖ ^ 2 := by
  have e (x : E) : ‖x‖ ^ 2 = (inner ℂ x x : ℂ).re := (inner_self_eq_norm_sq (𝕜 := ℂ) x).symm
  rw [e, sum_inner, Complex.re_sum]
  simp only [dotProduct, Matrix.mulVec]
  refine Finset.sum_congr rfl fun j _ => ?_
  rw [inner_sum, Complex.re_sum, Finset.mul_sum]
  refine Finset.sum_congr rfl fun k _ => ?_
  rw [inner_smul_left, inner_smul_right, Complex.conj_ofReal, Complex.re_ofReal_mul,
    Complex.re_ofReal_mul]
  simp only [covariance, Matrix.of_apply]
  ring
```

Suppose that this variance vanishes. Then $\sum_kc_kS_kv=0$, and for every $j$

$$0=\mathrm{Im}\Big\langle S_jv,\sum_kc_kS_kv\Big\rangle=\tfrac12\sum_kW_{jk}c_k=\tfrac12(Wc)_j .$$

So $Wc\neq0$ forces a strictly positive variance. Since $[R_j,\sum_kc_kR_k]=i(Wc)_j$, the condition says that the combination fails to commute with at least one quadrature in the set. Lean argues by the same contradiction: `h0` is the vanishing vector, `h1` its zero overlap with $S_jv$, and `h2` evaluates each term of the sum.

```lean
/-- In a unit state, a real combination of quadratures with coefficients `c` such that
`W c ≠ 0` has strictly positive variance. -/
theorem variance_pos [Fintype n] {R : n → E →ₗ[ℂ] E} {W : Matrix n n ℝ}
    (h : IsQuadratureSystem R W) {v : E} (hv : ‖v‖ = 1) {c : n → ℝ} (hc : W *ᵥ c ≠ 0) :
    0 < c ⬝ᵥ covariance R v *ᵥ c := by
  rw [variance_combination]
  refine pow_pos (norm_pos_iff.mpr fun h0 => hc ?_) 2
  ext j
  -- a vanishing fluctuation vector has vanishing overlap with every `S j v`
  have h1 : (inner ℂ (centred (R j) v v) (∑ k, (c k : ℂ) • centred (R k) v v) : ℂ).im = 0 := by
    rw [h0, inner_zero_right, Complex.zero_im]
  have h2 (k : n) : (inner ℂ (centred (R j) v v) ((c k : ℂ) • centred (R k) v v) : ℂ).im
      = W j k * c k / 2 := by
    rw [inner_smul_right, Complex.im_ofReal_mul, im_inner_centred h hv]
    ring
  rw [inner_sum, Complex.im_sum] at h1
  simp only [h2] at h1
  rw [← Finset.sum_div] at h1
  change ∑ k, W j k * c k = 0
  linarith
```

## The determinant of one canonical pair

With $a=S_0v$ and $b=S_1v$ as before, $|\langle a,b\rangle|^2=(\mathrm{Re}\langle a,b\rangle)^2+\tfrac14$. Substitution into the $2\times2$ determinant gives

$$\det\sigma=\tfrac14+\big(\|a\|^2\|b\|^2-|\langle a,b\rangle|^2\big).$$

In Lean, `him` supplies the imaginary part, `hs` the equality of the two off-diagonal entries, and `ring` the remaining algebra.

```lean
/-- For one canonical pair in a unit state, the covariance determinant is `1/4` plus the
Cauchy–Schwarz defect of the two fluctuation vectors. -/
theorem det_covariance_eq {R : Fin 2 → E →ₗ[ℂ] E} (h : IsQuadratureSystem R canonicalForm)
    {v : E} (hv : ‖v‖ = 1) :
    (covariance R v).det = 1 / 4 + ((‖centred (R 0) v v‖ * ‖centred (R 1) v v‖) ^ 2
      - ‖(inner ℂ (centred (R 0) v v) (centred (R 1) v v) : ℂ)‖ ^ 2) := by
  have e (x : E) : (inner ℂ x x : ℂ).re = ‖x‖ ^ 2 := inner_self_eq_norm_sq (𝕜 := ℂ) x
  have hs : (inner ℂ (centred (R 1) v v) (centred (R 0) v v) : ℂ).re
      = (inner ℂ (centred (R 0) v v) (centred (R 1) v v) : ℂ).re :=
    inner_re_symm (𝕜 := ℂ) _ _
  have him := im_inner_centred h hv 0 1
  have hW : canonicalForm 0 1 = 1 := by simp [canonicalForm]
  rw [hW] at him
  rw [Matrix.det_fin_two, Complex.sq_norm, Complex.normSq_apply, him]
  simp only [covariance, Matrix.of_apply, e, hs]
  ring
```

Since $\mathrm{Im}\langle a,b\rangle=\tfrac12$, the vector $a$ is nonzero. Removing from $b$ its component along $a$ shows that the bracket is

$$\|a\|^2\|b\|^2-|\langle a,b\rangle|^2=\|a\|^2\,\Big\|b-\frac{\langle a,b\rangle}{\|a\|^2}a\Big\|^2\ge0,$$

hence $\det\sigma\ge\tfrac14$. The proof takes Cauchy–Schwarz from Mathlib as `norm_inner_le_norm` and squares it. Because $\sigma_{00}\sigma_{11}=\det\sigma+\sigma_{01}^2$, the familiar bound $\sigma_{00}\sigma_{11}\ge\tfrac14$ on the product of variances follows.

```lean
/-- For one canonical pair in a unit state, the covariance determinant is at least `1/4`. -/
theorem det_covariance_ge {R : Fin 2 → E →ₗ[ℂ] E} (h : IsQuadratureSystem R canonicalForm)
    {v : E} (hv : ‖v‖ = 1) : 1 / 4 ≤ (covariance R v).det := by
  rw [det_covariance_eq h hv]
  have hcs := pow_le_pow_left₀ (norm_nonneg _)
    (norm_inner_le_norm (𝕜 := ℂ) (centred (R 0) v v) (centred (R 1) v v)) 2
  linarith
```

Equality requires the last norm to vanish, which means $b=\mu a$ with $\mu=\langle a,b\rangle/\|a\|^2$. Conversely, if $b=\mu a$, then $|\langle a,b\rangle|=|\mu|\,\|a\|^2=\|a\|\,\|b\|$ and the bracket is zero. Thus

$$\det\sigma=\tfrac14\iff S_1v=\mu S_0v\ \text{ for some }\mu\in\mathbb C .$$

Mathlib's equality criterion `norm_inner_eq_norm_iff` asks for two nonzero vectors and returns a nonzero factor. The proof therefore first shows, as `h0` and `h1`, that neither fluctuation vector vanishes, since either would contradict the imaginary part $\tfrac12$.

```lean
/-- The determinant bound is attained exactly when the fluctuation vector of the second
quadrature is a complex multiple of that of the first. -/
theorem det_covariance_eq_quarter_iff {R : Fin 2 → E →ₗ[ℂ] E}
    (h : IsQuadratureSystem R canonicalForm) {v : E} (hv : ‖v‖ = 1) :
    (covariance R v).det = 1 / 4 ↔ ∃ μ : ℂ, centred (R 1) v v = μ • centred (R 0) v v := by
  have him := im_inner_centred h hv 0 1
  have hW : canonicalForm 0 1 = 1 := by simp [canonicalForm]
  rw [hW] at him
  -- the commutator forbids either fluctuation vector from vanishing
  have h0 : centred (R 0) v v ≠ 0 := by
    intro hz
    rw [hz, inner_zero_left, Complex.zero_im] at him
    norm_num at him
  have h1 : centred (R 1) v v ≠ 0 := by
    intro hz
    rw [hz, inner_zero_right, Complex.zero_im] at him
    norm_num at him
  rw [det_covariance_eq h hv]
  constructor
  · intro hd
    have hsq : ‖(inner ℂ (centred (R 0) v v) (centred (R 1) v v) : ℂ)‖ ^ 2
        = (‖centred (R 0) v v‖ * ‖centred (R 1) v v‖) ^ 2 := by linarith
    have hn := (sq_eq_sq₀ (norm_nonneg _) (by positivity)).mp hsq
    obtain ⟨μ, _, hμ⟩ := (norm_inner_eq_norm_iff h0 h1).mp hn
    exact ⟨μ, hμ⟩
  · rintro ⟨μ, hμ⟩
    have hμ0 : μ ≠ 0 := by
      intro hz
      exact h1 (by rw [hμ, hz, zero_smul])
    have hn := (norm_inner_eq_norm_iff (𝕜 := ℂ) h0 h1).mpr ⟨μ, hμ0, hμ⟩
    rw [hn]
    ring

end

end QuadratureUncertainty
```

## Gaussian minimisers and mixed states

For position $R_0=x$ and momentum $R_1=-i\,d/dx$ with means $x_0$ and $p_0$, the equality condition is a first-order differential equation for the wavefunction:

$$-i\psi'-p_0\psi=\mu(x-x_0)\psi,\qquad \psi(x)\propto e^{ip_0x+i\mu(x-x_0)^2/2}.$$

The relation $\mathrm{Im}\langle a,b\rangle=\tfrac12$ requires $\mathrm{Im}\,\mu>0$, so these are normalisable Gaussians, the displaced and squeezed ground states of the oscillator. The Lean development constructs neither this position–momentum pair nor its Gaussian states.

The state could also have been modelled by a density operator $\rho$, with $S_j=R_j-\mathrm{Tr}(\rho R_j)$ and $\sigma_{jk}=\mathrm{Re}\,\mathrm{Tr}(\rho S_jS_k)$. That would bring in thermal states, at the price of conditions ensuring that the traces exist. The equality case would then compare the operators $S_0\sqrt\rho$ and $S_1\sqrt\rho$ in the Hilbert–Schmidt inner product, in place of two vectors of `E`.

```lean
#print axioms QuadratureUncertainty.variance_pos
-- 'QuadratureUncertainty.variance_pos' depends on axioms: [propext, Classical.choice, Quot.sound]
#print axioms QuadratureUncertainty.det_covariance_eq
-- 'QuadratureUncertainty.det_covariance_eq' depends on axioms: [propext, Classical.choice, Quot.sound]
#print axioms QuadratureUncertainty.det_covariance_ge
-- 'QuadratureUncertainty.det_covariance_ge' depends on axioms: [propext, Classical.choice, Quot.sound]
#print axioms QuadratureUncertainty.det_covariance_eq_quarter_iff
-- 'QuadratureUncertainty.det_covariance_eq_quarter_iff' depends on axioms: [propext, Classical.choice, Quot.sound]
```
